# Cancellation in the second-order horizontal transfer of Gaussian moments

The moments here are integrals over the whole real line, not symbols defined by a recurrence, so the Obara–Saika relation between them is derived. The transfer studied goes from an arbitrary point to the centre of the Gaussian itself. Digit loss is modelled by relative errors in the stored moments, with the transfer coefficients and all arithmetic in the transfer taken as exact.

```lean
import Mathlib

open MeasureTheory

namespace ObaraSaikaDigitLoss

noncomputable section
```

## The weight and its moments

Let $p>0$ be the exponent and $B$ the centre of the Gaussian. The normalized weight is

$$w(x)=\sqrt{p/\pi}\;e^{-p(x-B)^2}.$$

In Lean, `weight p B x` is defined for every real `p`; positivity enters the theorems as the hypothesis `hp`.

```lean
/-- The normalized Gaussian weight of exponent `p` centred at `B`. -/
def weight (p B x : ℝ) : ℝ := √(p / Real.pi) * Real.exp (-p * (x - B) ^ 2)
```

For a second point $A$ and a natural number $k$, put

$$M_k=\int_{-\infty}^{\infty}(x-A)^k\,w(x)\,dx,\qquad D=A-B.$$

$M_k$ is `moment p A B k`, and $D$ is written out as `A - B`.

```lean
/-- The moment of `(x - A) ^ k` in the Gaussian weight centred at `B`. -/
def moment (p A B : ℝ) (k : ℕ) : ℝ := ∫ x : ℝ, (x - A) ^ k * weight p B x
```

Splitting these integrals term by term requires integrability. With $y=x-B$ and $c=B-A$, the integrand is a constant times $(y+c)^k e^{-py^2}$. Induction on $k$ uses

$$y^j(y+c)^{k+1}=y^{j+1}(y+c)^k+c\,y^j(y+c)^k,$$

which is why the lemma carries the extra power $y^j$. The base case is the integrability of $y^je^{-py^2}$.

```lean
/-- Products of powers about two centres are integrable against a Gaussian. -/
lemma integrable_two_centre {p : ℝ} (hp : 0 < p) (c : ℝ) (k : ℕ) :
    ∀ j : ℕ, Integrable fun y : ℝ => y ^ j * (y + c) ^ k * Real.exp (-p * y ^ 2) := by
  induction k with
  | zero =>
    intro j
    have hj : (-1 : ℝ) < (j : ℝ) := by
      have : (0 : ℝ) ≤ (j : ℝ) := Nat.cast_nonneg j
      linarith
    have h := integrable_rpow_mul_exp_neg_mul_sq hp hj
    simpa [Real.rpow_natCast] using h
  | succ k ih =>
    intro j
    refine ((ih (j + 1)).add ((ih j).const_mul c)).congr
      (Filter.Eventually.of_forall fun y => ?_)
    simp only [Pi.add_apply]
    ring
```

Taking $j=0$ and shifting back to $x$ gives the integrand of $M_k$.

```lean
/-- The integrand of every moment is integrable. -/
lemma integrable_moment {p : ℝ} (hp : 0 < p) (A B : ℝ) (k : ℕ) :
    Integrable fun x : ℝ => (x - A) ^ k * weight p B x := by
  have h := ((integrable_two_centre hp (B - A) k 0).comp_sub_right B).const_mul
    (√(p / Real.pi))
  refine h.congr (Filter.Eventually.of_forall fun x => ?_)
  have e : x - B + (B - A) = x - A := by ring
  simp only [weight, pow_zero, one_mul, e]
  ring
```

The zeroth moment follows by translation and the Gaussian integral:

$$M_0=\sqrt{p/\pi}\,\sqrt{\pi/p}=1.$$

```lean
/-- The Gaussian weight has total integral one. -/
theorem moment_zero {p : ℝ} (hp : 0 < p) (A B : ℝ) : moment p A B 0 = 1 := by
  have h : ∫ x : ℝ, Real.exp (-p * (x - B) ^ 2) = ∫ x : ℝ, Real.exp (-p * x ^ 2) :=
    integral_sub_right_eq_self (fun x : ℝ => Real.exp (-p * x ^ 2)) B
  have e : p / Real.pi * (Real.pi / p) = 1 := by
    have := Real.pi_ne_zero
    field_simp
  simp only [moment, weight, pow_zero, one_mul]
  rw [integral_const_mul, h, integral_gaussian, ← Real.sqrt_mul (by positivity), e,
    Real.sqrt_one]
```

## The vertical recurrence from a total derivative

Since $w'(x)=-2p(x-B)w(x)$ and $x-B=(x-A)+D$,

$$\frac{d}{dx}\left[(x-A)^k w\right]=k(x-A)^{k-1}w-2p\left[(x-A)^{k+1}+D(x-A)^k\right]w.$$

The left side integrates to zero because $(x-A)^k w$ tends to zero as $x\to\pm\infty$, so

$$2p\,(M_{k+1}+D\,M_k)=k\,M_{k-1}.$$

For $k=0$ the right side is zero because of its factor $k$. The proof establishes the derivative as `hderiv`, integrates it to zero in `h0`, and separates the integral by linearity.

```lean
/-- The vertical Obara–Saika recurrence for Gaussian moments; for `k = 0` the right-hand
side is zero. -/
theorem vertical_recurrence {p : ℝ} (hp : 0 < p) (A B : ℝ) (k : ℕ) :
    2 * p * (moment p A B (k + 1) + (A - B) * moment p A B k)
      = k * moment p A B (k - 1) := by
  have hderiv : ∀ x : ℝ, HasDerivAt (fun x => (x - A) ^ k * weight p B x)
      ((k : ℝ) * ((x - A) ^ (k - 1) * weight p B x) - 2 * p *
        ((x - A) ^ (k + 1) * weight p B x + (A - B) * ((x - A) ^ k * weight p B x))) x := by
    intro x
    have hB : HasDerivAt (fun x : ℝ => x - B) 1 x := (hasDerivAt_id' x).sub_const B
    have hA : HasDerivAt (fun x : ℝ => x - A) 1 x := (hasDerivAt_id' x).sub_const A
    have hsq : HasDerivAt (fun x : ℝ => (x - B) ^ 2) (2 * (x - B)) x :=
      (hB.fun_pow 2).congr_deriv (by norm_num)
    have hw : HasDerivAt (fun x => weight p B x) (-2 * p * (x - B) * weight p B x) x := by
      refine (((hsq.const_mul (-p)).exp).const_mul (√(p / Real.pi))).congr_deriv ?_
      unfold weight
      ring
    refine ((hA.fun_pow k).fun_mul hw).congr_deriv ?_
    rw [pow_succ (x - A) k]
    ring
  have I := integrable_moment hp A B
  -- the function and its derivative are integrable, so the derivative integrates to zero
  have h0 := integral_eq_zero_of_hasDerivAt_of_integrable hderiv
    (((I (k - 1)).const_mul (k : ℝ)).sub
      (((I (k + 1)).add ((I k).const_mul (A - B))).const_mul (2 * p))) (I k)
  rw [integral_sub, integral_const_mul, integral_const_mul, integral_add,
    integral_const_mul] at h0
  · unfold moment
    linear_combination -h0
  all_goals first
    | exact I (k + 1)
    | exact (I k).const_mul (A - B)
    | exact (I (k - 1)).const_mul (k : ℝ)
    | exact ((I (k + 1)).add ((I k).const_mul (A - B))).const_mul (2 * p)
```

At $k=0$ the recurrence reads $2p(M_1+D)=0$. Dividing by $2p\neq0$ gives $M_1=-D$.

```lean
/-- The first moment about `A` is the displacement `B - A`. -/
theorem moment_one {p : ℝ} (hp : 0 < p) (A B : ℝ) : moment p A B 1 = -(A - B) := by
  have h := vertical_recurrence hp A B 0
  simp only [Nat.cast_zero, zero_mul, zero_add, moment_zero hp] at h
  have h' := (mul_eq_zero.mp h).resolve_left (by positivity)
  linarith
```

At $k=1$ it reads $2p(M_2-D^2)=1$, hence

$$M_2=\frac1{2p}+D^2.$$

```lean
/-- The second moment about `A` is the variance plus the squared displacement. -/
theorem moment_two {p : ℝ} (hp : 0 < p) (A B : ℝ) :
    moment p A B 2 = 1 / (2 * p) + (A - B) ^ 2 := by
  have h := vertical_recurrence hp A B 1
  rw [Nat.cast_one] at h
  change 2 * p * (moment p A B 2 + (A - B) * moment p A B 1) = 1 * moment p A B 0 at h
  rw [moment_one hp, moment_zero hp] at h
  have h' : moment p A B 2 - (A - B) ^ 2 = 1 / (2 * p) := by
    rw [eq_div_iff (by positivity)]
    linear_combination h
  linarith
```

## Transfer to the Gaussian centre

Expanding $(x-B)^n=((x-A)+D)^n$ and integrating gives, for every natural number $n$,

$$\int_{-\infty}^{\infty}(x-B)^n w(x)\,dx=\sum_{k=0}^{n}\binom nk D^{n-k}M_k.$$

The left side is `moment p B B n`. Lean proves the expansion pointwise, then exchanges the finite sum with the integral.

```lean
/-- Horizontal transfer at any order: moments about `A` combine binomially into the
moment about the Gaussian centre `B`. -/
theorem horizontal_transfer {p : ℝ} (hp : 0 < p) (A B : ℝ) (n : ℕ) :
    moment p B B n = ∑ k ∈ Finset.range (n + 1),
      ((n.choose k : ℝ) * (A - B) ^ (n - k)) * moment p A B k := by
  have h : ∀ x : ℝ, (x - B) ^ n * weight p B x = ∑ k ∈ Finset.range (n + 1),
      ((n.choose k : ℝ) * (A - B) ^ (n - k)) * ((x - A) ^ k * weight p B x) := by
    intro x
    rw [show x - B = (x - A) + (A - B) by ring, add_pow, Finset.sum_mul]
    exact Finset.sum_congr rfl fun k _ => by ring
  calc moment p B B n = ∫ x : ℝ, ∑ k ∈ Finset.range (n + 1),
        ((n.choose k : ℝ) * (A - B) ^ (n - k)) * ((x - A) ^ k * weight p B x) :=
        integral_congr_ae (Filter.Eventually.of_forall h)
    _ = _ := by
      rw [MeasureTheory.integral_finsetSum _ (fun k _ => (integrable_moment hp A B k).const_mul _)]
      exact Finset.sum_congr rfl fun k _ => integral_const_mul _ _
```

For $n=2$ the sum is $M_2+2DM_1+D^2M_0$. Inserting the moments,

$$\left(\frac1{2p}+D^2\right)-2D^2+D^2=\frac1{2p}.$$

Only the middle term can be negative, so the absolute values add up to

$$\frac1{2p}+D^2+2D^2+D^2=\frac{1+8pD^2}{2p}.$$

The theorem states both equalities as a conjunction. The second value divided by the first is $1+8pD^2$. When $A=B$ it equals $1$ and nothing cancels; for fixed $p$ it grows quadratically with the distance between the points.

```lean
/-- The second-order horizontal transfer equals `1/(2p)`, while the absolute values of its
three terms sum to `(1 + 8pD²)/(2p)`, with `D = A - B`. -/
theorem transfer_cancellation {p : ℝ} (hp : 0 < p) (A B : ℝ) :
    moment p A B 2 + 2 * (A - B) * moment p A B 1 + (A - B) ^ 2 * moment p A B 0
        = 1 / (2 * p) ∧
    |moment p A B 2| + |2 * (A - B) * moment p A B 1| + |(A - B) ^ 2 * moment p A B 0|
        = (1 + 8 * p * (A - B) ^ 2) / (2 * p) := by
  rw [moment_two hp, moment_one hp, moment_zero hp]
  constructor
  · ring
  · -- only the middle term can be negative
    have e : 2 * (A - B) * -(A - B) = -(2 * (A - B) ^ 2) := by ring
    rw [e, abs_neg, abs_of_nonneg (by positivity), abs_of_nonneg (by positivity),
      abs_of_nonneg (by positivity)]
    field_simp
    ring
```

## Errors in the stored moments

Replace each $M_k$ by $M_k(1+e_k)$ with $|e_k|\le\varepsilon$. Subtracting the exact result leaves

$$M_2e_2+2DM_1e_1+D^2M_0e_0,$$

and the triangle inequality bounds its size by

$$\varepsilon\left(|M_2|+|2DM_1|+|D^2M_0|\right)=\varepsilon\,\frac{1+8pD^2}{2p}.$$

Relative to the exact value $1/(2p)$, the error is therefore at most $\varepsilon(1+8pD^2)$. In the proof, `e` isolates the error terms, `abs_add_three` supplies the triangle inequality, and `t₂`, `t₁`, `t₀` bound the terms separately.

```lean
/-- Relative errors of size at most `ε` in the three moments change the transferred value
by at most `ε (1 + 8pD²)/(2p)`. -/
theorem transfer_error_bound {p : ℝ} (hp : 0 < p) (A B ε e₀ e₁ e₂ : ℝ)
    (h₀ : |e₀| ≤ ε) (h₁ : |e₁| ≤ ε) (h₂ : |e₂| ≤ ε) :
    |moment p A B 2 * (1 + e₂) + 2 * (A - B) * (moment p A B 1 * (1 + e₁))
        + (A - B) ^ 2 * (moment p A B 0 * (1 + e₀)) - 1 / (2 * p)|
      ≤ ε * ((1 + 8 * p * (A - B) ^ 2) / (2 * p)) := by
  rw [← (transfer_cancellation hp A B).2]
  have e : moment p A B 2 * (1 + e₂) + 2 * (A - B) * (moment p A B 1 * (1 + e₁))
        + (A - B) ^ 2 * (moment p A B 0 * (1 + e₀)) - 1 / (2 * p)
      = moment p A B 2 * e₂ + 2 * (A - B) * moment p A B 1 * e₁
        + (A - B) ^ 2 * moment p A B 0 * e₀ := by
    linear_combination (transfer_cancellation hp A B).1
  rw [e]
  -- triangle inequality, then one error bound for each term
  refine (abs_add_three _ _ _).trans ?_
  rw [abs_mul (moment p A B 2) e₂, abs_mul (2 * (A - B) * moment p A B 1) e₁,
    abs_mul ((A - B) ^ 2 * moment p A B 0) e₀]
  have t₂ := mul_le_mul_of_nonneg_left h₂ (abs_nonneg (moment p A B 2))
  have t₁ := mul_le_mul_of_nonneg_left h₁ (abs_nonneg (2 * (A - B) * moment p A B 1))
  have t₀ := mul_le_mul_of_nonneg_left h₀ (abs_nonneg ((A - B) ^ 2 * moment p A B 0))
  linarith
```

For $\varepsilon\ge0$ the bound is attained. Choose $e_2=\varepsilon$, $e_1=-\varepsilon$, $e_0=\varepsilon$: the product of each error with its term is then nonnegative, so the three contributions add without cancelling. The Lean identity holds for any real `ε`, and substituting the three moments reduces it to algebra.

In this one-dimensional model with a single Gaussian, the factor $1+8pD^2$ is thus the exact worst-case amplification of input errors. At $pD^2=12.5$ the factor is $101$, a worst-case loss of about two decimal digits. Powers are shifted between centres in the same way for molecular integrals over Gaussian basis functions, but there the weight is a product of two Gaussians and its centre generally coincides with neither of theirs, so the factor does not carry over unchanged. For equal exponents the weight is centred midway, and the corresponding factor stays below $9$ at any distance. A large loss requires the weight to lie much closer to the target centre than to the other one.

```lean
/-- Relative errors `ε, -ε, ε` in the moments of order two, one and zero shift the
transferred value by exactly `ε (1 + 8pD²)/(2p)`. -/
theorem transfer_error_attained {p : ℝ} (hp : 0 < p) (A B ε : ℝ) :
    moment p A B 2 * (1 + ε) + 2 * (A - B) * (moment p A B 1 * (1 - ε))
        + (A - B) ^ 2 * (moment p A B 0 * (1 + ε)) - 1 / (2 * p)
      = ε * ((1 + 8 * p * (A - B) ^ 2) / (2 * p)) := by
  rw [moment_two hp, moment_one hp, moment_zero hp]
  field_simp
  ring

end

end ObaraSaikaDigitLoss
```

```lean
#print axioms ObaraSaikaDigitLoss.horizontal_transfer
#print axioms ObaraSaikaDigitLoss.transfer_error_bound
#print axioms ObaraSaikaDigitLoss.transfer_error_attained
```

```
'ObaraSaikaDigitLoss.horizontal_transfer' depends on axioms: [propext, Classical.choice, Quot.sound]
'ObaraSaikaDigitLoss.transfer_error_bound' depends on axioms: [propext, Classical.choice, Quot.sound]
'ObaraSaikaDigitLoss.transfer_error_attained' depends on axioms: [propext, Classical.choice, Quot.sound]
```
